# Two-mode squeezed thermal light with noise factor $v$ and squeezing $r$ passes the momentum-reversal test exactly when $v \ge e^{2|r|}$

I describe a two-mode Gaussian state by its covariance matrix alone, in units where the vacuum has the identity matrix. For squeezed thermal light, with $v\ge 1$ and $r$ real, this matrix is
$$G = v\begin{pmatrix} cI & sZ\\ sZ & cI\end{pmatrix},\qquad c=\cosh 2r,\quad s=\sinh 2r,\quad Z=\mathrm{diag}(1,-1).$$
It obeys the uncertainty relation $G+i(J\oplus J)\ge 0$, where $J=\begin{pmatrix}0&1\\-1&0\end{pmatrix}$. If I reverse the sign of the second momentum, as in Simon's test for entanglement, the relation should survive exactly when $v\ge e^{2|r|}$. Can this be proved with every step written out, and checked by machine?

## The uncertainty relation as a matrix inequality

Yes. The choice to settle first is what "physical" means for a matrix, since no density operator appears. Order the quadratures as $\xi=(x_1,p_1,x_2,p_2)$, with zero mean and $[x_k,p_k]=i$, and set $G_{jk}=\langle \xi_j\xi_k+\xi_k\xi_j\rangle$. With $\Omega=J\oplus J$, the commutators give $G+i\Omega = 2\langle\xi_j\xi_k\rangle$. For any operator $A=\sum_j z_j\xi_j$ we have $\langle A^\dagger A\rangle\ge 0$, hence $G+i\Omega\ge 0$. This inequality is taken as the definition of a physical covariance matrix.

The factor $v$ is $2\bar n+1$ for a mean thermal occupation $\bar n$, the same in both modes before squeezing. The condition $v\ge1$ therefore says that the occupation is not negative.

## From four quadratures to two sectors

Consider first a matrix with all four local variances equal to $a$, position correlation $b$, momentum correlation $d$, and no correlation between positions and momenta. Number the components of a complex vector $z$ from 0 to 3, and define
$$u_\pm=\frac{z_0\pm z_2}{\sqrt2},\qquad w_\pm=\frac{z_1\pm z_3}{\sqrt2}.$$
Then
$$z^\dagger(G+i\Omega)z=\sum_\pm\Big[(a\pm b)|u_\pm|^2+(a\pm d)|w_\pm|^2-2\,\mathrm{Im}(u_\pm^* w_\pm)\Big].$$
Write $f_{p,q}(x,y)=px^2+2xy+qy^2$. Separating real and imaginary parts turns each bracket into
$$f_{p,q}(\mathrm{Im}\,u_\pm,\mathrm{Re}\,w_\pm)+f_{p,q}(-\mathrm{Re}\,u_\pm,\mathrm{Im}\,w_\pm),\qquad p=a\pm b,\quad q=a\pm d.$$
The arguments of the four resulting terms can be chosen independently, and all but one of the terms can be set to zero, so $G$ is physical exactly when $f_{p,q}$ is nonnegative for both pairs $(p,q)$.

That happens for a given pair exactly when $p>0$ and $pq\ge1$:

- Suppose $f_{p,q}\ge0$ everywhere. Then $q=f_{p,q}(0,1)\ge0$. If $p\le0$, we would get $f_{p,q}(-(q+1),1)=p(q+1)^2-q-2<0$, a contradiction. So $p>0$, and $f_{p,q}(-1/p,1)=q-1/p\ge0$ gives $pq\ge1$.
- Conversely, $p\,f_{p,q}(x,y)=(px+y)^2+(pq-1)y^2$ is nonnegative if $pq\ge1$, and we may divide by $p>0$.

## Where the exponential threshold comes from

For squeezed thermal light $a=vc$, $b=vs$ and $d=-vs$, so $a\pm b=ve^{\pm2r}$ and $a\pm d=ve^{\mp2r}$. Both products of variances equal $v^2$. The conditions become $v>0$ and $v^2\ge1$, that is, $v\ge1$.

Reversing $p_2$ replaces $d$ by $-d$. Now $a\pm d=ve^{\pm2r}$ as well, and the products are $(ve^{2r})^2$ and $(ve^{-2r})^2$. With positive variances, both are at least one exactly when $ve^{2r}\ge1$ and $ve^{-2r}\ge1$. Together these say $v\ge e^{2|r|}$.

The same two numbers measure the noise relative to the vacuum. For a real vector $x$,
$$x^TGx-x^Tx=\tfrac12(ve^{2r}-1)\big[(x_0+x_2)^2+(x_1-x_3)^2\big]+\tfrac12(ve^{-2r}-1)\big[(x_0-x_2)^2+(x_1+x_3)^2\big].$$
The unit vectors $(1,0,\pm1,0)/\sqrt2$ pick out $ve^{\pm2r}-1$. So the flipped matrix is physical exactly when no quadrature direction of the original light has less than vacuum noise.

## What the Lean theorems say

`uncertaintyMatrix G` is $G+i\Omega$ with complex entries, and `IsPhysical G` says that it is positive semidefinite. `flipMomentum` multiplies $G$ on both sides by $\mathrm{diag}(1,1,1,-1)$. `squeezedThermal v r` is the matrix in the question, written entry by entry. The index type `Fin 4` runs from 0 to 3, in the order $(x_1,p_1,x_2,p_2)$.

The theorem `simon_test` takes real `v` and `r` with `1 ≤ v`. It states that the squeezed thermal matrix is physical, and that its flipped version is physical if and only if `Real.exp (2 * |r|) ≤ v`. The final theorem, `isPhysical_flip_iff_vacuum_le`, gives the comparison with vacuum noise for all real `v` and `r`.

The hypothesis `1 ≤ v` is needed for the first half of `simon_test`. Take $v=\tfrac12$ and $r=0$: then $G=\tfrac12 I$, and $G+i\Omega$ has the eigenvalue $\tfrac12-1=-\tfrac12$, so the matrix is not physical even before the flip. The second half holds without the hypothesis, as `isPhysical_flip_iff` shows.

These are statements about real $4\times4$ matrices. The file contains neither states nor a notion of separability, and it does not derive $G$ from a squeezing interaction. Reading $v=e^{2|r|}$ as the boundary between separable and entangled light relies on a result not proved here, Simon's theorem that a two-mode Gaussian state is separable if and only if it passes the flip test. With that reading, the result tells how much thermal noise, present equally in both modes before squeezing, still leaves the squeezed light entangled.

```lean
import Mathlib

open Matrix
open scoped ComplexOrder

namespace SimonSqueezedThermal

noncomputable section

/-- The symplectic form `J ⊕ J` of two modes, in the order `(x₁, p₁, x₂, p₂)`. -/
def symplecticForm : Matrix (Fin 4) (Fin 4) ℝ :=
  !![0, 1, 0, 0; -1, 0, 0, 0; 0, 0, 0, 1; 0, 0, -1, 0]

/-- The complex matrix `G + i (J ⊕ J)` of a covariance matrix `G`. -/
def uncertaintyMatrix (G : Matrix (Fin 4) (Fin 4) ℝ) : Matrix (Fin 4) (Fin 4) ℂ :=
  G.map Complex.ofReal + Complex.I • symplecticForm.map Complex.ofReal

/-- The uncertainty relation: `G + i (J ⊕ J)` is positive semidefinite. -/
def IsPhysical (G : Matrix (Fin 4) (Fin 4) ℝ) : Prop :=
  (uncertaintyMatrix G).PosSemidef

/-- Covariance matrix with equal local variances `a`, position correlation `b` and
momentum correlation `d`. -/
def standardForm (a b d : ℝ) : Matrix (Fin 4) (Fin 4) ℝ :=
  !![a, 0, b, 0; 0, a, 0, d; b, 0, a, 0; 0, d, 0, a]

/-- Covariance matrix of two-mode squeezed thermal light with thermal factor `v` and
squeezing parameter `r`. -/
def squeezedThermal (v r : ℝ) : Matrix (Fin 4) (Fin 4) ℝ :=
  v • !![Real.cosh (2 * r), 0, Real.sinh (2 * r), 0;
         0, Real.cosh (2 * r), 0, -Real.sinh (2 * r);
         Real.sinh (2 * r), 0, Real.cosh (2 * r), 0;
         0, -Real.sinh (2 * r), 0, Real.cosh (2 * r)]

/-- Reversal of the second momentum, `p₂ ↦ -p₂`, acting on a covariance matrix. -/
def flipMomentum (G : Matrix (Fin 4) (Fin 4) ℝ) : Matrix (Fin 4) (Fin 4) ℝ :=
  Matrix.diagonal ![1, 1, 1, -1] * G * Matrix.diagonal ![1, 1, 1, -1]

/-- The real quadratic form of one sector with variances `p` and `q`. -/
def sectorForm (p q x y : ℝ) : ℝ := p * x ^ 2 + 2 * x * y + q * y ^ 2

/-- The quadratic form of a sector is nonnegative if and only if `p` is positive and the
product of the variances is at least one. -/
theorem sectorForm_nonneg_iff (p q : ℝ) :
    (∀ x y, 0 ≤ sectorForm p q x y) ↔ 0 < p ∧ 1 ≤ p * q := by
  unfold sectorForm
  constructor
  · intro h
    have hq := h 0 1
    have hp : 0 < p := by
      by_contra hn
      have hn' : 0 ≤ -p := by linarith
      have h1 := h (-(q + 1)) 1
      nlinarith [mul_nonneg hn' (sq_nonneg (q + 1))]
    obtain ⟨s, hs⟩ : ∃ s, p * s = 1 := ⟨p⁻¹, mul_inv_cancel₀ hp.ne'⟩
    have h2 := mul_nonneg hp.le (h (-s) 1)
    have e : p * (p * (-s) ^ 2 + 2 * (-s) * 1 + q * 1 ^ 2) = p * q - 1 := by
      linear_combination (p * s - 1) * hs
    exact ⟨hp, by linarith⟩
  · rintro ⟨hp, hpq⟩ x y
    -- complete the square after multiplying by `p`
    have e : p * (p * x ^ 2 + 2 * x * y + q * y ^ 2)
        = (p * x + y) ^ 2 + (p * q - 1) * y ^ 2 := by ring
    have h : 0 ≤ p * (p * x ^ 2 + 2 * x * y + q * y ^ 2) := by
      rw [e]
      exact add_nonneg (sq_nonneg _) (mul_nonneg (by linarith) (sq_nonneg _))
    exact (mul_nonneg_iff_of_pos_left hp).1 h

/-- For `G = standardForm a b d`, the Hermitian form of `G + i (J ⊕ J)` splits into the sectors of
the sum and difference modes. -/
theorem uncertainty_form (a b d : ℝ) (x : Fin 4 → ℂ) :
    star x ⬝ᵥ (uncertaintyMatrix (standardForm a b d) *ᵥ x) =
      (((sectorForm (a + b) (a + d) ((x 0).im + (x 2).im) ((x 1).re + (x 3).re)
        + sectorForm (a + b) (a + d) (-((x 0).re + (x 2).re)) ((x 1).im + (x 3).im)
        + sectorForm (a - b) (a - d) ((x 0).im - (x 2).im) ((x 1).re - (x 3).re)
        + sectorForm (a - b) (a - d) (-((x 0).re - (x 2).re)) ((x 1).im - (x 3).im)) / 2
        : ℝ) : ℂ) := by
  apply Complex.ext
  · rw [Complex.ofReal_re]
    simp [uncertaintyMatrix, standardForm, symplecticForm, Matrix.mulVec, dotProduct,
      Fin.sum_univ_four]
    unfold sectorForm
    ring
  · rw [Complex.ofReal_im]
    simp [uncertaintyMatrix, standardForm, symplecticForm, Matrix.mulVec, dotProduct,
      Fin.sum_univ_four]
    ring

/-- A covariance matrix in symmetric standard form obeys the uncertainty relation if and
only if the sum and difference sectors each have positive position variance and a product of
variances of at least one. -/
theorem isPhysical_standardForm_iff (a b d : ℝ) :
    IsPhysical (standardForm a b d) ↔
      (0 < a + b ∧ 1 ≤ (a + b) * (a + d)) ∧ (0 < a - b ∧ 1 ≤ (a - b) * (a - d)) := by
  rw [← sectorForm_nonneg_iff, ← sectorForm_nonneg_iff, IsPhysical,
    Matrix.posSemidef_iff_dotProduct_mulVec]
  constructor
  · rintro ⟨-, h⟩
    -- test vectors that excite only the sum mode or only the difference mode
    constructor
    · intro s t
      have h1 := h ![⟨0, s⟩, ⟨t, 0⟩, ⟨0, s⟩, ⟨t, 0⟩]
      rw [uncertainty_form] at h1
      have h2 := Complex.zero_le_real.1 h1
      simp [sectorForm] at h2
      unfold sectorForm
      nlinarith
    · intro s t
      have h1 := h ![⟨0, s⟩, ⟨t, 0⟩, ⟨0, -s⟩, ⟨-t, 0⟩]
      rw [uncertainty_form] at h1
      have h2 := Complex.zero_le_real.1 h1
      simp [sectorForm] at h2
      unfold sectorForm
      nlinarith
  · rintro ⟨h1, h2⟩
    refine ⟨Matrix.IsHermitian.ext fun i j => ?_, fun x => ?_⟩
    · fin_cases i <;> fin_cases j <;>
        simp [uncertaintyMatrix, standardForm, symplecticForm]
    · rw [uncertainty_form]
      refine Complex.zero_le_real.2 (div_nonneg ?_ (by norm_num))
      exact add_nonneg (add_nonneg (add_nonneg (h1 _ _) (h1 _ _)) (h2 _ _)) (h2 _ _)

/-- Reversing the second momentum changes the sign of the momentum correlation. -/
theorem flipMomentum_standardForm (a b d : ℝ) :
    flipMomentum (standardForm a b d) = standardForm a b (-d) := by
  ext i j
  fin_cases i <;> fin_cases j <;>
    simp [flipMomentum, standardForm, Matrix.diagonal_mul, Matrix.mul_diagonal]

lemma squeezedThermal_eq (v r : ℝ) :
    squeezedThermal v r = standardForm (v * Real.cosh (2 * r)) (v * Real.sinh (2 * r))
      (-(v * Real.sinh (2 * r))) := by
  ext i j
  fin_cases i <;> fin_cases j <;> simp [squeezedThermal, standardForm]

lemma variance_add (v r : ℝ) :
    v * Real.cosh (2 * r) + v * Real.sinh (2 * r) = v * Real.exp (2 * r) := by
  rw [← Real.cosh_add_sinh]; ring

lemma variance_sub (v r : ℝ) :
    v * Real.cosh (2 * r) - v * Real.sinh (2 * r) = v * Real.exp (-(2 * r)) := by
  rw [← Real.cosh_sub_sinh]; ring

lemma threshold_iff (v r : ℝ) : Real.exp (2 * |r|) ≤ v ↔
    1 ≤ v * Real.exp (2 * r) ∧ 1 ≤ v * Real.exp (-(2 * r)) := by
  have h1 : 1 ≤ v * Real.exp (2 * r) ↔ Real.exp (-(2 * r)) ≤ v := by
    rw [Real.exp_neg, inv_le_iff_one_le_mul₀ (Real.exp_pos _)]
  have h2 : 1 ≤ v * Real.exp (-(2 * r)) ↔ Real.exp (2 * r) ≤ v := by
    rw [Real.exp_neg, ← div_eq_mul_inv, le_div_iff₀ (Real.exp_pos _), one_mul]
  rw [h1, h2]
  constructor
  · intro h
    exact ⟨(Real.exp_le_exp.2 (by linarith [neg_le_abs r])).trans h,
      (Real.exp_le_exp.2 (by linarith [le_abs_self r])).trans h⟩
  · rintro ⟨h, h'⟩
    rcases abs_cases r with ⟨e, _⟩ | ⟨e, _⟩
    · rwa [e]
    · rwa [e, mul_neg]

/-- The squeezed thermal covariance matrix obeys the uncertainty relation if and only if
`v ≥ 1`. -/
theorem isPhysical_squeezedThermal_iff (v r : ℝ) :
    IsPhysical (squeezedThermal v r) ↔ 1 ≤ v := by
  have hc := Real.cosh_sq (2 * r)
  have p1 : (v * Real.cosh (2 * r) + v * Real.sinh (2 * r)) *
      (v * Real.cosh (2 * r) + -(v * Real.sinh (2 * r))) = v ^ 2 := by
    linear_combination v ^ 2 * hc
  have p2 : (v * Real.cosh (2 * r) - v * Real.sinh (2 * r)) *
      (v * Real.cosh (2 * r) - -(v * Real.sinh (2 * r))) = v ^ 2 := by
    linear_combination v ^ 2 * hc
  rw [squeezedThermal_eq, isPhysical_standardForm_iff, p1, p2, variance_add, variance_sub]
  constructor
  · rintro ⟨⟨h, h'⟩, -⟩
    have hv : 0 < v := (mul_pos_iff_of_pos_right (Real.exp_pos _)).1 h
    nlinarith
  · intro h
    have hv : 0 < v := by linarith
    have h2 : 1 ≤ v ^ 2 := by nlinarith
    exact ⟨⟨mul_pos hv (Real.exp_pos _), h2⟩, ⟨mul_pos hv (Real.exp_pos _), h2⟩⟩

/-- After reversal of the second momentum, the squeezed thermal covariance matrix obeys the
uncertainty relation if and only if `v ≥ exp (2 |r|)`. -/
theorem isPhysical_flip_iff (v r : ℝ) :
    IsPhysical (flipMomentum (squeezedThermal v r)) ↔ Real.exp (2 * |r|) ≤ v := by
  rw [squeezedThermal_eq, flipMomentum_standardForm, neg_neg, isPhysical_standardForm_iff,
    variance_add, variance_sub, threshold_iff]
  constructor
  · rintro ⟨⟨h1, h2⟩, ⟨h3, h4⟩⟩
    exact ⟨by nlinarith, by nlinarith⟩
  · rintro ⟨h1, h2⟩
    exact ⟨⟨by linarith, by nlinarith⟩, ⟨by linarith, by nlinarith⟩⟩

/-- Simon test for squeezed thermal light: for `v ≥ 1` the covariance matrix obeys the
uncertainty relation, and it still does after reversal of the second momentum if and only if
`v ≥ exp (2 |r|)`. -/
theorem simon_test (v r : ℝ) (hv : 1 ≤ v) :
    IsPhysical (squeezedThermal v r) ∧
      (IsPhysical (flipMomentum (squeezedThermal v r)) ↔ Real.exp (2 * |r|) ≤ v) :=
  ⟨(isPhysical_squeezedThermal_iff v r).2 hv, isPhysical_flip_iff v r⟩

/-- Squeezed thermal light passes the momentum-reversal test if and only if its noise is at
least the vacuum noise in every direction of phase space. -/
theorem isPhysical_flip_iff_vacuum_le (v r : ℝ) :
    IsPhysical (flipMomentum (squeezedThermal v r)) ↔
      ∀ x : Fin 4 → ℝ, x ⬝ᵥ x ≤ x ⬝ᵥ (squeezedThermal v r *ᵥ x) := by
  -- the excess noise is diagonal in sums and differences of the quadratures
  have key : ∀ x : Fin 4 → ℝ, x ⬝ᵥ (squeezedThermal v r *ᵥ x) - x ⬝ᵥ x =
      ((v * Real.exp (2 * r) - 1) * ((x 0 + x 2) ^ 2 + (x 1 - x 3) ^ 2)
        + (v * Real.exp (-(2 * r)) - 1) * ((x 0 - x 2) ^ 2 + (x 1 + x 3) ^ 2)) / 2 := by
    intro x
    rw [← variance_add, ← variance_sub, squeezedThermal_eq]
    simp only [standardForm, Matrix.mulVec, dotProduct, Fin.sum_univ_four]
    simp
    ring
  rw [isPhysical_flip_iff, threshold_iff]
  constructor
  · rintro ⟨h1, h2⟩ x
    have h3 := mul_nonneg (sub_nonneg.2 h1)
      (add_nonneg (sq_nonneg (x 0 + x 2)) (sq_nonneg (x 1 - x 3)))
    have h4 := mul_nonneg (sub_nonneg.2 h2)
      (add_nonneg (sq_nonneg (x 0 - x 2)) (sq_nonneg (x 1 + x 3)))
    linarith [key x]
  · intro h
    have h1 : 0 ≤ ((v * Real.exp (2 * r) - 1) * ((1 + 1) ^ 2 + (0 - 0) ^ 2)
        + (v * Real.exp (-(2 * r)) - 1) * ((1 - 1) ^ 2 + (0 + 0) ^ 2)) / 2 := by
      have h3 := sub_nonneg.2 (h ![1, 0, 1, 0])
      rw [key] at h3
      exact h3
    have h2 : 0 ≤ ((v * Real.exp (2 * r) - 1) * ((1 + -1) ^ 2 + (0 - 0) ^ 2)
        + (v * Real.exp (-(2 * r)) - 1) * ((1 - -1) ^ 2 + (0 + 0) ^ 2)) / 2 := by
      have h3 := sub_nonneg.2 (h ![1, 0, -1, 0])
      rw [key] at h3
      exact h3
    exact ⟨by linarith, by linarith⟩

end

end SimonSqueezedThermal
```

```lean
#print axioms SimonSqueezedThermal.simon_test
-- 'SimonSqueezedThermal.simon_test' depends on axioms: [propext, Classical.choice, Quot.sound]
#print axioms SimonSqueezedThermal.isPhysical_flip_iff_vacuum_le
-- 'SimonSqueezedThermal.isPhysical_flip_iff_vacuum_le' depends on axioms: [propext, Classical.choice, Quot.sound]
```

## How the Lean proof follows the calculation

`sectorForm_nonneg_iff` is the criterion for $f_{p,q}$. It uses the test points given above, with a number `s` satisfying `p * s = 1` in the role of $1/p$. The converse completes the square after multiplication by `p`.

`uncertainty_form` is the splitting into sectors. It works with unnormalised sums and differences such as $z_0+z_2$, which is why the whole expression is divided by 2. Because the Hermitian form is a complex number, the proof compares real and imaginary parts separately. In each case `simp` expands the matrix product and `ring` finishes the algebra.

`isPhysical_standardForm_iff` combines the two results. For the forward direction, with $s$ and $t$ now arbitrary real numbers (here $s$ is not $\sinh 2r$), the test vector $(is,t,is,t)$ excites only the sum mode and $(is,t,-is,-t)$ only the difference mode. Divided by $\sqrt2$, they give exactly $f_{p,q}(s,t)$ for the respective sector; the code leaves them unnormalised and gets twice that value. For the backward direction, the matrix is checked to be Hermitian entry by entry, and its form is a sum of four nonnegative terms divided by 2.

`flipMomentum_standardForm` records the change from $d$ to $-d$, and `squeezedThermal_eq` identifies $a$, $b$ and $d$ for squeezed thermal light. The lemmas `variance_add` and `variance_sub` turn the hyperbolic functions into exponentials. `threshold_iff` merges the two exponential inequalities into one with $|r|$, by distinguishing the sign of $r$.

In `isPhysical_squeezedThermal_iff`, the identities `p1` and `p2` use $\cosh^2-\sinh^2=1$ to show that both products are $v^2$. In `isPhysical_flip_iff` the products are squares, and `nlinarith` passes between a positive number being at least one and its square being at least one. `simon_test` puts these two theorems together.

For the vacuum comparison, `key` is the identity for the excess noise. One direction adds two nonnegative terms. The other evaluates the identity at $(1,0,1,0)$ and $(1,0,-1,0)$, which isolates the two coefficients.
